# A Householder reflection that exchanges two state vectors

Let x and y be distinct complex column vectors of equal norm whose overlap ⟨x|y⟩ is real, and put w = (x − y)/‖x − y‖. Then the matrix

    R = 1 − 2 w w†

is Hermitian and unitary, R x = y and R y = x. Equal norms and a real overlap are also necessary for any Hermitian unitary matrix to send x to y. For two arbitrary normalised states a phase factor c with |c| = 1 can be chosen so that the reflection built from x and c y sends x to c y. In a finite-dimensional state space this is an explicit unitary matrix taking a reference state to a target state up to a global phase; the matrix is not decomposed into gates or generated from a Hamiltonian here.

## States, bracket and reflection

The states of an orthonormal basis are labelled by a finite type `n`, of any size. A state is a function `n → ℂ` with amplitudes vᵢ, and an operator is a `Matrix n n ℂ`, acting on a vector by `*ᵥ`.

In Lean 4 with Mathlib:

```lean
import Mathlib

open Matrix
open scoped ComplexOrder

namespace HouseholderStatePreparation

noncomputable section

variable {n : Type*} [Fintype n] [DecidableEq n]
```

The bracket is antilinear in its first slot, as in Dirac's notation, with `star` for complex conjugation:

    ⟨u|v⟩ = ∑ᵢ conj(uᵢ) vᵢ

```lean
/-- The Dirac bracket `⟨u|v⟩ = ∑ᵢ conj(uᵢ) vᵢ` of two state vectors. -/
def braket (u v : n → ℂ) : ℂ := star u ⬝ᵥ v
```

The Euclidean length ‖v‖ = √(∑ᵢ |vᵢ|²) gets its own definition, because the default norm on `n → ℂ` is the largest modulus of a component. `Complex.normSq` is the squared modulus.

```lean
/-- The Euclidean length `√(∑ᵢ |vᵢ|²)` of a state vector. -/
def vnorm (v : n → ℂ) : ℝ := Real.sqrt (∑ i, Complex.normSq (v i))
```

For any vector w the outer product w w† has entries wᵢ conj(wⱼ), which is `vecMulVec w (star w)`. The definition R(w) = 1 − 2 w w† does not require w to be normalised; that enters later as a hypothesis.

```lean
/-- The Householder matrix `R = 1 - 2 w w†`. -/
def householder (w : n → ℂ) : Matrix n n ℂ := 1 - (2 : ℂ) • vecMulVec w (star w)
```

Write d = x − y. The mirror direction is w = d/‖d‖.

```lean
/-- The mirror direction `w = (x - y) / ‖x - y‖`. -/
def direction (x y : n → ℂ) : n → ℂ := ((vnorm (x - y) : ℝ) : ℂ)⁻¹ • (x - y)
```

The phase factor, needed only for the last general theorem, is c = −exp(−iθ) with θ = arg⟨x|y⟩.

```lean
/-- The phase factor `-exp(-i arg ⟨x|y⟩)`. -/
def phase (x y : n → ℂ) : ℂ :=
  -Complex.exp (-(((Complex.arg (braket x y) : ℝ) : ℂ) * Complex.I))
```

## Length and bracket

Since conj(vᵢ) vᵢ = |vᵢ|² term by term, and the sum under the root is non-negative,

    ⟨v|v⟩ = ‖v‖²

The proof removes the square root with `Real.sq_sqrt` and compares the two sums index by index.

```lean
omit [DecidableEq n] in
/-- The bracket of a vector with itself is its squared length. -/
theorem braket_self (v : n → ℂ) : braket v v = ((vnorm v : ℝ) : ℂ) ^ 2 := by
  unfold braket vnorm
  rw [← Complex.ofReal_pow,
    Real.sq_sqrt (Finset.sum_nonneg fun i _ => Complex.normSq_nonneg _), Complex.ofReal_sum]
  unfold dotProduct
  exact Finset.sum_congr rfl fun i _ => Complex.normSq_eq_conj_mul_self.symm
```

If ‖d‖ = 0 then ⟨d|d⟩ = 0, a sum of non-negative terms vanishes, every dᵢ is zero and x = y. Hence x ≠ y gives ‖d‖ ≠ 0. The positive definiteness is `dotProduct_star_self_eq_zero`.

```lean
omit [DecidableEq n] in
/-- The difference of two distinct vectors has nonzero length. -/
theorem vnorm_sub_ne_zero {x y : n → ℂ} (h : x ≠ y) : ((vnorm (x - y) : ℝ) : ℂ) ≠ 0 := by
  intro h0
  have h1 : star (x - y) ⬝ᵥ (x - y) = 0 := by
    have h2 := braket_self (x - y)
    rw [h0, zero_pow two_ne_zero] at h2
    exact h2
  exact h (sub_eq_zero.1 (dotProduct_star_self_eq_zero.1 h1))
```

## Properties of R(w)

The outer product acts on a vector v through the bracket:

    (w w† v)ᵢ = ∑ⱼ wᵢ conj(wⱼ) vⱼ = ⟨w|v⟩ wᵢ
    R v = v − 2⟨w|v⟩ w

The first line is `h`. For normalised w, the component of v along w changes sign and the part orthogonal to w is left alone.

```lean
/-- The Householder matrix acts on a vector as `R v = v - 2 ⟨w|v⟩ w`. -/
theorem householder_mulVec (w v : n → ℂ) :
    householder w *ᵥ v = v - (2 * braket w v) • w := by
  have h : vecMulVec w (star w) *ᵥ v = braket w v • w := by
    ext i
    simp only [Matrix.mulVec, dotProduct, vecMulVec_apply, braket, Pi.smul_apply, smul_eq_mul,
      Finset.sum_mul]
    exact Finset.sum_congr rfl fun j _ => by ring
  rw [householder, two_smul ℂ, Matrix.sub_mulVec, Matrix.one_mulVec, Matrix.add_mulVec, h]
  module
```

Put P = w w†. Then (P†)ᵢⱼ = conj(Pⱼᵢ) = conj(wⱼ) wᵢ = Pᵢⱼ, so P is Hermitian (`hP`), and so is R = 1 − (P + P), for every w.

```lean
omit [Fintype n] in
/-- The Householder matrix is Hermitian for every vector `w`. -/
theorem householder_isHermitian (w : n → ℂ) : (householder w).IsHermitian := by
  have hP : (vecMulVec w (star w)).IsHermitian :=
    Matrix.IsHermitian.ext fun i j => by simp [vecMulVec_apply, mul_comm]
  rw [householder, two_smul ℂ]
  exact Matrix.isHermitian_one.sub (hP.add hP)
```

Now let ⟨w|w⟩ = 1. Then P is a projector and R squares to the identity:

    (P²)ᵢⱼ = ∑ₖ wᵢ conj(wₖ) wₖ conj(wⱼ) = wᵢ conj(wⱼ) ⟨w|w⟩ = Pᵢⱼ
    R² = 1 − 4P + 4P² = 1

These are `hPP` and `hsq`. Membership of `Matrix.unitaryGroup n ℂ` reduces to R R† = 1, which is R² = 1 once R† is replaced by R.

```lean
/-- For a normalised `w` the Householder matrix squares to the identity and is unitary. -/
theorem householder_unitary {w : n → ℂ} (hw : braket w w = 1) :
    householder w * householder w = 1 ∧ householder w ∈ Matrix.unitaryGroup n ℂ := by
  -- `w w†` is a projector
  have hPP : vecMulVec w (star w) * vecMulVec w (star w) = vecMulVec w (star w) := by
    ext i j
    simp only [Matrix.mul_apply, vecMulVec_apply]
    calc ∑ k, w i * star w k * (w k * star w j) = w i * star w j * braket w w := by
          rw [braket, dotProduct, Finset.mul_sum]
          exact Finset.sum_congr rfl fun k _ => by ring
      _ = w i * star w j := by rw [hw, mul_one]
  have hsq : householder w * householder w = 1 := by
    rw [householder, two_smul ℂ]
    simp only [sub_mul, mul_sub, add_mul, mul_add, one_mul, mul_one, hPP]
    abel
  refine ⟨hsq, ?_⟩
  rw [Matrix.mem_unitaryGroup_iff, Matrix.star_eq_conjTranspose,
    (householder_isHermitian w).eq, hsq]
```

The mirror direction of two distinct vectors meets this hypothesis. The factor 1/‖d‖ is real, so it passes out of both slots of the bracket unchanged (`hs`, `h1`):

    ⟨w|w⟩ = ⟨d|d⟩/‖d‖² = 1

```lean
omit [DecidableEq n] in
/-- For distinct vectors the mirror direction is normalised. -/
theorem direction_normalised {x y : n → ℂ} (h : x ≠ y) :
    braket (direction x y) (direction x y) = 1 := by
  have hN := vnorm_sub_ne_zero h
  have hs : star (((vnorm (x - y) : ℝ) : ℂ)⁻¹) = ((vnorm (x - y) : ℝ) : ℂ)⁻¹ := by simp
  have h1 : braket (direction x y) (direction x y)
      = braket (x - y) (x - y) * (((vnorm (x - y) : ℝ) : ℂ)⁻¹) ^ 2 := by
    simp only [direction, braket, star_smul, smul_dotProduct, dotProduct_smul, smul_eq_mul, hs]
    ring
  rw [h1, braket_self, ← mul_pow, mul_inv_cancel₀ hN, one_pow]
```

## The exchange

The theorem `householder_swap` has three hypotheses: `hne` is x ≠ y, `hn` is ⟨x|x⟩ = ⟨y|y⟩, and `him` is Im⟨x|y⟩ = 0. Unit vectors are the special case in which both sides of `hn` equal 1. The conclusion has four parts: R(w) is Hermitian, it is unitary, R x = y and R y = x. The first two are already available.

In general ⟨y|x⟩ = conj⟨x|y⟩, so a real overlap gives ⟨y|x⟩ = ⟨x|y⟩ (`hsym`). Expanding in d = x − y,

    2⟨d|x⟩ = 2⟨x|x⟩ − 2⟨y|x⟩
    ⟨d|d⟩ = ⟨x|x⟩ − ⟨x|y⟩ − ⟨y|x⟩ + ⟨y|y⟩
    2⟨d|x⟩ − ⟨d|d⟩ = (⟨x|x⟩ − ⟨y|y⟩) − (⟨y|x⟩ − ⟨x|y⟩) = 0

The two brackets in the last line vanish by `hn` and `hsym`, and the step `linear_combination hn - hsym` in `hdx` is this subtraction. With ⟨w|x⟩ = ⟨d|x⟩/‖d‖ (`hw`),

    R x = x − 2⟨w|x⟩ w = x − (2⟨d|x⟩/‖d‖²) d = x − d = y

where `hc` says that the coefficient of d equals 1. The reverse direction uses only R² = 1:

    R y = R R x = x

```lean
/-- For distinct vectors `x`, `y` of equal norm with real overlap, the Householder matrix of
`w = (x - y)/‖x - y‖` is Hermitian and unitary, sends `x` to `y` and sends `y` to `x`. -/
theorem householder_swap {x y : n → ℂ} (hne : x ≠ y) (hn : braket x x = braket y y)
    (him : (braket x y).im = 0) :
    (householder (direction x y)).IsHermitian ∧
      householder (direction x y) ∈ Matrix.unitaryGroup n ℂ ∧
      householder (direction x y) *ᵥ x = y ∧ householder (direction x y) *ᵥ y = x := by
  have hN := vnorm_sub_ne_zero hne
  obtain ⟨hsq, hU⟩ := householder_unitary (direction_normalised hne)
  have hs : star (((vnorm (x - y) : ℝ) : ℂ)⁻¹) = ((vnorm (x - y) : ℝ) : ℂ)⁻¹ := by simp
  have hsym : braket y x = braket x y := by
    have h1 : braket y x = star (braket x y) := Matrix.star_dotProduct _ _
    rw [h1]
    exact Complex.conj_eq_iff_im.2 him
  -- equal norms and real overlap give `2 ⟨x - y|x⟩ = ‖x - y‖²`
  have hdx : 2 * braket (x - y) x = ((vnorm (x - y) : ℝ) : ℂ) ^ 2 := by
    rw [← braket_self]
    unfold braket at hn hsym ⊢
    simp only [star_sub, sub_dotProduct, dotProduct_sub]
    linear_combination hn - hsym
  have hw : braket (direction x y) x = ((vnorm (x - y) : ℝ) : ℂ)⁻¹ * braket (x - y) x := by
    simp only [direction, braket, star_smul, smul_dotProduct, smul_eq_mul, hs]
  have hc : 2 * (((vnorm (x - y) : ℝ) : ℂ)⁻¹ * braket (x - y) x) * ((vnorm (x - y) : ℝ) : ℂ)⁻¹
      = 1 := by
    calc _ = 2 * braket (x - y) x * (((vnorm (x - y) : ℝ) : ℂ)⁻¹) ^ 2 := by ring
      _ = 1 := by rw [hdx, ← mul_pow, mul_inv_cancel₀ hN, one_pow]
  have hRx : householder (direction x y) *ᵥ x = y := by
    rw [householder_mulVec, hw, direction, smul_smul, hc, one_smul, sub_sub_cancel]
  refine ⟨householder_isHermitian _, hU, hRx, ?_⟩
  -- the reflection is its own inverse
  calc householder (direction x y) *ᵥ y
      = householder (direction x y) *ᵥ (householder (direction x y) *ᵥ x) := by rw [hRx]
    _ = x := by rw [Matrix.mulVec_mulVec, hsq, Matrix.one_mulVec]
```

## The conditions are necessary

Let U be Hermitian and unitary with y = U x. Hermiticity lets U move across the bracket, ⟨U u|v⟩ = ⟨u|U v⟩ for all vectors u and v (`key`), and together with unitarity it gives U² = 1. Therefore

    ⟨y|y⟩ = ⟨U x|U x⟩ = ⟨x|U² x⟩ = ⟨x|x⟩
    conj⟨x|y⟩ = ⟨U x|x⟩ = ⟨x|U x⟩ = ⟨x|y⟩

The second line is the statement that ⟨x|U|x⟩, a diagonal matrix element of a Hermitian operator, is real. For the opposite implication the proof splits: the identity matrix serves when x = y, and R(w) serves when x ≠ y. The theorem holds for all x and y and concerns existence only; it says nothing on how many such U there are.

```lean
/-- A Hermitian unitary matrix sending `x` to `y` exists exactly when the two vectors have
equal norm and real overlap. -/
theorem exists_hermitian_unitary_iff (x y : n → ℂ) :
    (∃ U : Matrix n n ℂ, U.IsHermitian ∧ U ∈ Matrix.unitaryGroup n ℂ ∧ U *ᵥ x = y) ↔
      braket x x = braket y y ∧ (braket x y).im = 0 := by
  constructor
  · rintro ⟨U, hH, hU, rfl⟩
    have key : ∀ u v, braket (U *ᵥ u) v = braket u (U *ᵥ v) := by
      intro u v
      unfold braket
      rw [Matrix.star_mulVec, hH.eq, Matrix.dotProduct_mulVec]
    rw [Matrix.mem_unitaryGroup_iff, Matrix.star_eq_conjTranspose, hH.eq] at hU
    refine ⟨by rw [key, Matrix.mulVec_mulVec, hU, Matrix.one_mulVec], ?_⟩
    -- the overlap is an expectation value of a Hermitian matrix
    have h1 : braket (U *ᵥ x) x = star (braket x (U *ᵥ x)) := Matrix.star_dotProduct _ _
    rw [key] at h1
    exact Complex.conj_eq_iff_im.1 h1.symm
  · rintro ⟨hn, him⟩
    by_cases h : x = y
    · exact ⟨1, Matrix.isHermitian_one, one_mem _, by rw [Matrix.one_mulVec, h]⟩
    · obtain ⟨h1, h2, h3, _⟩ := householder_swap h hn him
      exact ⟨_, h1, h2, h3⟩
```

## Arbitrary normalised states

Let ⟨x|x⟩ = ⟨y|y⟩ = 1 with no condition on the overlap, and write ⟨x|y⟩ = |⟨x|y⟩| exp(iθ). With c = −exp(−iθ) one has |c| = 1 (`hnorm`), conj(c) c = 1 (`hcc`), and

    ⟨x|c y⟩ = c ⟨x|y⟩ = −exp(−iθ) exp(iθ) |⟨x|y⟩| = −|⟨x|y⟩|
    ⟨c y|c y⟩ = conj(c) c ⟨y|y⟩ = 1

These are `hxy` and `hyy`. In the statement `‖phase x y‖` is the modulus of a complex number. The pair x, c y thus has equal norms and a real overlap. It is also distinct: x = c y would give ⟨x|c y⟩ = ⟨x|x⟩ = 1, whereas −|⟨x|y⟩| ≤ 0 (`hne`). The minus sign in c makes this argument work without a case split, even when y = x. For orthogonal states the overlap is zero and the angle θ is undefined in ordinary mathematics; `Complex.arg` returns 0 there, so c = −1, and the equations above still hold.

Applying `householder_swap` to x and c y gives the conclusion: |c| = 1, the reflection is unitary, and it sends x to c y. Hermiticity is not repeated in the statement, since `householder_isHermitian` covers every w. The vectors y and c y give the same expectation value ⟨y|A|y⟩ for every operator A, so the target is reached as a physical pure state of the finite-dimensional system.

```lean
/-- For any two normalised states the factor `c = -exp(-i arg ⟨x|y⟩)` has modulus one, and the
Householder matrix built from `x` and `c y` is unitary and sends `x` to `c y`. -/
theorem householder_prepare_up_to_phase {x y : n → ℂ} (hx : braket x x = 1)
    (hy : braket y y = 1) :
    ‖phase x y‖ = 1 ∧ householder (direction x (phase x y • y)) ∈ Matrix.unitaryGroup n ℂ ∧
      householder (direction x (phase x y • y)) *ᵥ x = phase x y • y := by
  have hnorm : ‖phase x y‖ = 1 := by
    unfold phase
    rw [norm_neg, ← neg_mul, ← Complex.ofReal_neg, Complex.norm_exp_ofReal_mul_I]
  have hcc : star (phase x y) * phase x y = 1 := by
    calc star (phase x y) * phase x y = ((Complex.normSq (phase x y) : ℝ) : ℂ) :=
          Complex.normSq_eq_conj_mul_self.symm
      _ = 1 := by rw [Complex.normSq_eq_norm_sq, hnorm]; simp
  -- the rotated overlap is `-|⟨x|y⟩|`
  have hcb : phase x y * braket x y = -((‖braket x y‖ : ℝ) : ℂ) := by
    have h := Complex.norm_mul_exp_arg_mul_I (braket x y)
    have he : Complex.exp (-(((Complex.arg (braket x y) : ℝ) : ℂ) * Complex.I)) *
        Complex.exp (((Complex.arg (braket x y) : ℝ) : ℂ) * Complex.I) = 1 := by
      rw [← Complex.exp_add, neg_add_cancel, Complex.exp_zero]
    unfold phase
    linear_combination
      Complex.exp (-(((Complex.arg (braket x y) : ℝ) : ℂ) * Complex.I)) * h
        - ((‖braket x y‖ : ℝ) : ℂ) * he
  have hxy : braket x (phase x y • y) = -((‖braket x y‖ : ℝ) : ℂ) := by
    have h1 : braket x (phase x y • y) = phase x y * braket x y := by
      simp only [braket, dotProduct_smul, smul_eq_mul]
    exact h1.trans hcb
  have hyy : braket (phase x y • y) (phase x y • y) = 1 := by
    have h1 : braket (phase x y • y) (phase x y • y)
        = star (phase x y) * phase x y * braket y y := by
      simp only [braket, star_smul, smul_dotProduct, dotProduct_smul, smul_eq_mul]
      ring
    rw [h1, hcc, hy, one_mul]
  have hne : x ≠ phase x y • y := by
    intro h
    rw [← h, hx] at hxy
    have h2 : (1 : ℝ) = -‖braket x y‖ := by exact_mod_cast hxy
    linarith [norm_nonneg (braket x y)]
  obtain ⟨_, h2, h3, _⟩ := householder_swap hne (hx.trans hyy.symm) (by rw [hxy]; simp)
  exact ⟨hnorm, h2, h3⟩
```

## One dimension, use in a program, and a qubit

The one-dimensional case, the bound on ‖d‖ and the explicit 2 × 2 matrix that follow are worked out on paper and are not among the statements of the theorems.

With a single basis state, x and y are complex numbers. Equal modulus and a real product conj(x) y leave y = x or y = −x, and x ≠ y selects y = −x with x ≠ 0. Then w = x/|x|, w w† = 1 and R = −1, which does exchange x and −x. For unit x and y the phase is c = −x conj(y), so c y = −x and the reflection is again −1.

In a program that stores state vectors as arrays, R need not be formed. One computes c, then d = x − c y, then w = d/‖d‖, and applies R v = v − 2⟨w|v⟩ w with one inner product and one vector update. For unit vectors

    ‖x − c y‖² = 2 + 2|⟨x|y⟩| ≥ 2

so the normalisation never divides by a small number, whereas ‖x − y‖ goes to zero as y approaches x. If x is the basis vector with amplitude 1 at index 0, then ⟨x|y⟩ = y₀, and R is a unitary matrix whose column 0 is c y. The theorems are about exact arithmetic and give no rounding estimate.

For a qubit, with `Fin 2` indexing the components by 0 and 1, take x = (1, 0) and y = (3/5, 4i/5). Both are normalised, as 9/25 + 16/25 = 1, and ⟨x|y⟩ = 3/5 is real although y₁ is imaginary. Then

    d = (2/5, −4i/5),   ‖d‖² = 4/25 + 16/25 = 4/5
    w = (1/√5, −2i/√5)
    P₀₀ = 1/5,   P₀₁ = 2i/5,   P₁₀ = −2i/5,   P₁₁ = 4/5
    R₀₀ = 3/5,   R₀₁ = −4i/5,   R₁₀ = 4i/5,   R₁₁ = −3/5

In terms of the Pauli matrices σy and σz this is R = (4/5) σy + (3/5) σz. Column 0 of R is y, so R x = y, and

    (R y)₀ = 9/25 + (−4i/5)(4i/5) = 9/25 + 16/25 = 1
    (R y)₁ = (4i/5)(3/5) − (3/5)(4i/5) = 0

The last theorem checks that this pair is distinct, that both vectors have bracket 1 with themselves, and that the overlap has zero imaginary part, so `householder_swap` applies to it. Distinctness is read off component 0, where 1 ≠ 3/5; the three brackets are evaluated as two-term sums.

```lean
/-- The qubit states `(1, 0)` and `(3/5, 4i/5)` are distinct, normalised and have real
overlap. -/
theorem householder_swap_witness :
    (![1, 0] : Fin 2 → ℂ) ≠ ![3 / 5, 4 / 5 * Complex.I] ∧
      braket (![1, 0] : Fin 2 → ℂ) ![1, 0] = 1 ∧
      braket (![3 / 5, 4 / 5 * Complex.I] : Fin 2 → ℂ) ![3 / 5, 4 / 5 * Complex.I] = 1 ∧
      (braket (![1, 0] : Fin 2 → ℂ) ![3 / 5, 4 / 5 * Complex.I]).im = 0 := by
  have h3 : (starRingEnd ℂ) 3 = 3 := map_ofNat _ 3
  have h4 : (starRingEnd ℂ) 4 = 4 := map_ofNat _ 4
  have h5 : (starRingEnd ℂ) 5 = 5 := map_ofNat _ 5
  refine ⟨fun h => ?_, ?_, ?_, ?_⟩
  · have h0 : (1 : ℂ) = 3 / 5 := congrFun h 0
    norm_num at h0
  all_goals
    simp [braket, dotProduct, Fin.sum_univ_succ, Complex.ext_iff, h3, h4, h5] <;> norm_num

end

end HouseholderStatePreparation
```

```lean
#print axioms HouseholderStatePreparation.exists_hermitian_unitary_iff
#print axioms HouseholderStatePreparation.householder_prepare_up_to_phase
```

```
'HouseholderStatePreparation.exists_hermitian_unitary_iff' depends on axioms: [propext, Classical.choice, Quot.sound]
'HouseholderStatePreparation.householder_prepare_up_to_phase' depends on axioms: [propext, Classical.choice, Quot.sound]
```
